# With three positive hoppings, the honeycomb bands touch away from the invariant momenta exactly when the parity product is negative

## Strained honeycomb lattice

Stretch a honeycomb sheet at right angles to one of its bond directions, and the nearest-neighbour hoppings along the other two directions weaken relative to the first. The points where the two bands touch move through the Brillouin zone. If the strain is strong enough, they meet and a gap opens. Can one tell which side of that transition a given set of hoppings is on without searching the whole zone?

For non-interacting electrons with equal site energies, taken as the zero of energy, and only nearest-neighbour hoppings $t_1,t_2,t_3$ along the three bond directions, the Bloch Hamiltonian has zero diagonal and the off-diagonal element

$$f(k_1,k_2)=t_1+t_2e^{ik_1}+t_3e^{ik_2}.$$

Its energies are $\pm|f|$, so the bands touch where $f=0$. Here $k_1,k_2$ are the phases gained across the two primitive lattice translations, not Cartesian components of the wave vector.

A momentum is time-reversal invariant if it equals its negative modulo $2\pi$, that is, if both phases are integer multiples of $\pi$. There are four such momenta modulo $2\pi$, and $f$ is real at each. When all three hoppings are positive, the sign of the product of these four values decides whether the bands touch anywhere else, which is useful because a momentum grid can miss isolated touching points.

## The criterion and its Lean form

Let $P$ be the product of $t_1\pm t_2\pm t_3$ over the four choices of signs. For $t_1,t_2,t_3>0$, the theorem `parity_criterion` states two equivalences:

- $P<0$ if and only if each hopping is strictly smaller than the sum of the other two.
- $P<0$ if and only if $f$ vanishes at some momentum that is not time-reversal invariant.

In Lean, `bloch` is $f$, with real hoppings and momenta and a complex value. `IsTRIM` says that both momenta are integer multiples of $\pi$. `trimValue` is the real number $t_1+(-1)^mt_2+(-1)^nt_3$, and `parityProduct` multiplies it over $m,n\in\{0,1\}$. The theorem `bloch_at_trim` confirms that these numbers are the values of $f$ at $(m\pi,n\pi)$.

The positivity hypotheses say that all three bonds are present and that their hoppings have the same sign. If $t_3=0$ were allowed, the second equivalence would fail: for $t_1=t_2$ the lattice splits into uniform chains, $f$ vanishes along the whole line $k_1=\pi$, and yet $P=0$.

The file contains no Hamiltonian. Reading a zero of `bloch` as a band touching is the step from the theorem to a material, and it relies on the equal site energies and nearest-neighbour hopping assumed above.

## Sign of the product

Multiplying out the four values gives

$$P=-(t_1+t_2+t_3)(t_2+t_3-t_1)(t_1+t_3-t_2)(t_1+t_2-t_3).$$

The first factor is positive. Any two of the other three add up to twice a hopping; for example, $(t_2+t_3-t_1)+(t_1+t_3-t_2)=2t_3>0$. So at most one of them can be zero or negative. If none is, $P<0$. If one is, the other two are positive and $P\ge0$. This is the first equivalence.

## From a zero to a triangle

The equation $f=0$ has the real and imaginary parts

$$t_1+t_2\cos k_1+t_3\cos k_2=0,\qquad t_2\sin k_1+t_3\sin k_2=0.$$

If one sine vanished, the second equation would make the other vanish too, and the momentum would be time-reversal invariant. At any other zero both sines are therefore nonzero, and both cosines lie strictly between $-1$ and $1$. The real part then gives

$$t_1=-t_2\cos k_1-t_3\cos k_2<t_2+t_3.$$

Multiply the real part by $\cos k_1$ and the imaginary part by $\sin k_1$, and add:

$$t_2=-t_1\cos k_1-t_3\cos(k_1-k_2)<t_1+t_3.$$

The inequality is strict because of the first term; the second is at most $t_3$. Using $\cos k_2$ and $\sin k_2$ instead gives

$$t_3=-t_1\cos k_2-t_2\cos(k_1-k_2)<t_1+t_2.$$

## From a triangle to a zero

Given the strict triangle inequalities, set

$$x=\frac{t_3^2-t_1^2-t_2^2}{2t_1t_2}.$$

Then

$$1+x=\frac{(t_2+t_3-t_1)(t_1+t_3-t_2)}{2t_1t_2}>0,\qquad
1-x=\frac{(t_1+t_2-t_3)(t_1+t_2+t_3)}{2t_1t_2}>0.$$

So $k_1=\arccos x$ exists and $\sin k_1\neq0$. Let $z=-(t_1+t_2e^{ik_1})$. Its modulus satisfies

$$|z|^2=t_1^2+t_2^2+2t_1t_2\cos k_1=t_3^2.$$

With $k_2=\arg z$ we have $z=t_3e^{ik_2}$, hence $f(k_1,k_2)=0$. Since $\sin k_1\ne0$, this momentum is not time-reversal invariant.

## How many zeros there are

Suppose $f$ vanishes at $k=(k_1,k_2)$ and at $q=(q_1,q_2)$. Taking moduli in $t_1+t_2e^{ik_1}=-t_3e^{ik_2}$ gives

$$2t_1t_2\cos k_1=t_3^2-t_1^2-t_2^2,$$

and the same holds for $q_1$, so $\cos q_1=\cos k_1$. The real part then gives $\cos q_2=\cos k_2$. Equal cosines leave $\sin q_1=\pm\sin k_1$, and the imaginary part forces the same sign in $\sin q_2=\pm\sin k_2$. So $q$ is $k$ or $-k$ modulo $2\pi$. Both are zeros, because $f(-k)$ is the complex conjugate of $f(k)$. At a time-reversal-invariant momentum the two coincide.

## Where the zeros merge

For three equal hoppings $t$, the four factors are $3t,t,t,-t$, so $P=-3t^4$. Now keep $t_2=t_3=t>0$ and increase $t_1$ from $t$. Then

$$P=t_1^2(t_1+2t)(t_1-2t),$$

which is negative for $t_1<2t$. The zeros have $\cos k_1=-t_1/(2t)$ and $k_2=-k_1$ modulo $2\pi$, and they meet at $(\pi,\pi)$ when $t_1=2t$. There $P=0$: the bands still touch, but only at an invariant momentum, so both sides of the second equivalence are false. For $t_1>2t$ the bands are separated by a gap.

## The Lean file

```lean
import Mathlib

open Real

namespace AnisotropicHoneycombParity

noncomputable section

/-- The off-diagonal Bloch element of the honeycomb lattice with hoppings `t1`, `t2`, `t3`
along the three bond directions. -/
def bloch (t1 t2 t3 k1 k2 : ℝ) : ℂ :=
  t1 + t2 * Complex.exp (k1 * Complex.I) + t3 * Complex.exp (k2 * Complex.I)

/-- A time-reversal-invariant momentum: both components are integer multiples of `π`. -/
def IsTRIM (k1 k2 : ℝ) : Prop :=
  (∃ m : ℤ, (m : ℝ) * π = k1) ∧ (∃ n : ℤ, (n : ℝ) * π = k2)

/-- The signed sum of hoppings `t1 ± t2 ± t3`, with signs `(-1)^m` and `(-1)^n`. -/
def trimValue (t1 t2 t3 : ℝ) (m n : ℕ) : ℝ :=
  t1 + (-1) ^ m * t2 + (-1) ^ n * t3

/-- The product of the signed sums `t1 ± t2 ± t3` over the four choices of signs. -/
def parityProduct (t1 t2 t3 : ℝ) : ℝ :=
  ∏ m ∈ Finset.range 2, ∏ n ∈ Finset.range 2, trimValue t1 t2 t3 m n

/-- The Bloch element vanishes exactly when its real and imaginary parts, written with
cosines and sines of the momenta, both vanish. -/
theorem bloch_eq_zero_iff (t1 t2 t3 k1 k2 : ℝ) :
    bloch t1 t2 t3 k1 k2 = 0 ↔
      t1 + t2 * cos k1 + t3 * cos k2 = 0 ∧ t2 * sin k1 + t3 * sin k2 = 0 := by
  rw [Complex.ext_iff]
  simp [bloch, Complex.exp_ofReal_mul_I_re, Complex.exp_ofReal_mul_I_im]

/-- At the momentum `(mπ, nπ)` the Bloch element is the real signed sum of hoppings. -/
theorem bloch_at_trim (t1 t2 t3 : ℝ) (m n : ℕ) :
    bloch t1 t2 t3 (m * π) (n * π) = (trimValue t1 t2 t3 m n : ℂ) := by
  have h : ∀ j : ℕ, Complex.exp (((j * π : ℝ) : ℂ) * Complex.I) = (((-1) ^ j : ℝ) : ℂ) := by
    intro j
    apply Complex.ext
    · rw [Complex.exp_ofReal_mul_I_re, Complex.ofReal_re, Real.cos_nat_mul_pi]
    · rw [Complex.exp_ofReal_mul_I_im, Complex.ofReal_im, Real.sin_nat_mul_pi]
  unfold bloch trimValue
  rw [h m, h n]
  push_cast
  ring

/-- For positive hoppings the parity product is negative exactly when each hopping is
strictly smaller than the sum of the other two. -/
theorem parityProduct_neg_iff_triangle {t1 t2 t3 : ℝ} (h1 : 0 < t1) (h2 : 0 < t2)
    (h3 : 0 < t3) :
    parityProduct t1 t2 t3 < 0 ↔ t1 < t2 + t3 ∧ t2 < t1 + t3 ∧ t3 < t1 + t2 := by
  have e : parityProduct t1 t2 t3 =
      -((t1 + t2 + t3) * (t2 + t3 - t1) * ((t1 + t3 - t2) * (t1 + t2 - t3))) := by
    simp only [parityProduct, trimValue, Finset.prod_range_succ, Finset.prod_range_zero]
    ring
  have hs : 0 < t1 + t2 + t3 := by positivity
  rw [e]
  constructor
  · intro h
    -- if one inequality fails, the other two hold and the product is not negative
    refine ⟨?_, ?_, ?_⟩ <;> by_contra hc
    · have a : 0 ≤ t1 - t2 - t3 := by linarith
      have b : 0 ≤ t1 + t3 - t2 := by linarith
      have c : 0 ≤ t1 + t2 - t3 := by linarith
      have := mul_nonneg (mul_nonneg hs.le a) (mul_nonneg b c)
      linarith
    · have a : 0 ≤ t2 + t3 - t1 := by linarith
      have b : 0 ≤ t2 - t1 - t3 := by linarith
      have c : 0 ≤ t1 + t2 - t3 := by linarith
      have := mul_nonneg (mul_nonneg hs.le a) (mul_nonneg b c)
      linarith
    · have a : 0 ≤ t2 + t3 - t1 := by linarith
      have b : 0 ≤ t1 + t3 - t2 := by linarith
      have c : 0 ≤ t3 - t1 - t2 := by linarith
      have := mul_nonneg (mul_nonneg hs.le a) (mul_nonneg b c)
      linarith
  · rintro ⟨a, b, c⟩
    exact neg_neg_of_pos (mul_pos (mul_pos hs (by linarith))
      (mul_pos (by linarith) (by linarith)))

/-- At a zero of the Bloch element, `2 t1 t2 cos k1` equals `t3² - t1² - t2²`, which is a form of
the law of cosines. -/
theorem cos_at_zero {t1 t2 t3 k1 k2 : ℝ} (h : bloch t1 t2 t3 k1 k2 = 0) :
    2 * t1 * t2 * cos k1 = t3 ^ 2 - t1 ^ 2 - t2 ^ 2 := by
  obtain ⟨hr, hi⟩ := (bloch_eq_zero_iff _ _ _ _ _).mp h
  linear_combination (t1 + t2 * cos k1 - t3 * cos k2) * hr
    + (t2 * sin k1 - t3 * sin k2) * hi
    - t2 ^ 2 * sin_sq_add_cos_sq k1 + t3 ^ 2 * sin_sq_add_cos_sq k2

/-- For positive hoppings, a zero of the Bloch element away from the time-reversal-invariant
momenta forces the three strict triangle inequalities. -/
theorem triangle_of_zero {t1 t2 t3 k1 k2 : ℝ} (h1 : 0 < t1) (h2 : 0 < t2) (h3 : 0 < t3)
    (hk : ¬ IsTRIM k1 k2) (h : bloch t1 t2 t3 k1 k2 = 0) :
    t1 < t2 + t3 ∧ t2 < t1 + t3 ∧ t3 < t1 + t2 := by
  obtain ⟨hr, hi⟩ := (bloch_eq_zero_iff _ _ _ _ _).mp h
  have p1 := sin_sq_add_cos_sq k1
  have p2 := sin_sq_add_cos_sq k2
  have hn : ¬ (sin k1 = 0 ∧ sin k2 = 0) := fun hs =>
    hk ⟨Real.sin_eq_zero_iff.mp hs.1, Real.sin_eq_zero_iff.mp hs.2⟩
  -- the imaginary part makes both sines nonzero
  have s1 : sin k1 ≠ 0 := by
    intro hs
    rw [hs, mul_zero, zero_add] at hi
    exact hn ⟨hs, (mul_eq_zero.mp hi).resolve_left h3.ne'⟩
  have s2 : sin k2 ≠ 0 := by
    intro hs
    rw [hs, mul_zero, add_zero] at hi
    exact s1 ((mul_eq_zero.mp hi).resolve_left h2.ne')
  have q1 : 0 < sin k1 ^ 2 := by positivity
  have q2 : 0 < sin k2 ^ 2 := by positivity
  have c1 : 0 < 1 + cos k1 := by nlinarith
  have c2 : 0 < 1 + cos k2 := by nlinarith
  have d : 0 ≤ 1 + (cos k1 * cos k2 + sin k1 * sin k2) := by
    nlinarith [sq_nonneg (cos k1 + cos k2), sq_nonneg (sin k1 + sin k2)]
  -- project the closed triangle on the directions of its second and third sides
  have e2 : t2 = -t1 * cos k1 - t3 * (cos k1 * cos k2 + sin k1 * sin k2) := by
    linear_combination cos k1 * hr + sin k1 * hi - t2 * p1
  have e3 : t3 = -t1 * cos k2 - t2 * (cos k1 * cos k2 + sin k1 * sin k2) := by
    linear_combination cos k2 * hr + sin k2 * hi - t3 * p2
  refine ⟨?_, ?_, ?_⟩
  · linarith [mul_pos h2 c1, mul_pos h3 c2]
  · linarith [mul_pos h1 c1, mul_nonneg h3.le d]
  · linarith [mul_pos h1 c2, mul_nonneg h2.le d]

/-- For positive hoppings obeying the strict triangle inequalities, the Bloch element
vanishes at a momentum that is not time-reversal invariant. -/
theorem zero_of_triangle {t1 t2 t3 : ℝ} (h1 : 0 < t1) (h2 : 0 < t2) (h3 : 0 < t3)
    (h : t1 < t2 + t3 ∧ t2 < t1 + t3 ∧ t3 < t1 + t2) :
    ∃ k1 k2 : ℝ, ¬ IsTRIM k1 k2 ∧ bloch t1 t2 t3 k1 k2 = 0 := by
  obtain ⟨a, b, c⟩ := h
  have hp : 0 < 2 * t1 * t2 := by positivity
  obtain ⟨x, hx⟩ : ∃ x, x = (t3 ^ 2 - t1 ^ 2 - t2 ^ 2) / (2 * t1 * t2) := ⟨_, rfl⟩
  have hxm : 2 * t1 * t2 * x = t3 ^ 2 - t1 ^ 2 - t2 ^ 2 := by
    rw [hx]
    exact mul_div_cancel₀ _ hp.ne'
  have lo : -1 < x := by
    rw [hx, lt_div_iff₀ hp]
    nlinarith [mul_pos (sub_pos.mpr a) (sub_pos.mpr b)]
  have hi : x < 1 := by
    rw [hx, div_lt_iff₀ hp]
    nlinarith [mul_pos (sub_pos.mpr c) (add_pos (add_pos h1 h2) h3)]
  -- the law of cosines fixes the first momentum
  obtain ⟨k, hk⟩ : ∃ k, cos k = x := ⟨arccos x, Real.cos_arccos lo.le hi.le⟩
  have p := sin_sq_add_cos_sq k
  obtain ⟨z, hz⟩ : ∃ z : ℂ, z = -(t1 + t2 * Complex.exp (k * Complex.I)) := ⟨_, rfl⟩
  have zr : z.re = -(t1 + t2 * cos k) := by
    rw [hz]
    simp [Complex.exp_ofReal_mul_I_re]
  have zi : z.im = -(t2 * sin k) := by
    rw [hz]
    simp [Complex.exp_ofReal_mul_I_im]
  have hsq : ‖z‖ ^ 2 = t3 ^ 2 := by
    rw [Complex.sq_norm, Complex.normSq_apply, zr, zi]
    linear_combination t2 ^ 2 * p + 2 * t1 * t2 * hk + hxm
  have hn : ‖z‖ = t3 := (sq_eq_sq₀ (norm_nonneg z) h3.le).mp hsq
  refine ⟨k, Complex.arg z, ?_, ?_⟩
  · intro ht
    have hs : sin k = 0 := Real.sin_eq_zero_iff.mpr ht.1
    rw [hs, hk] at p
    nlinarith [mul_pos (sub_pos.mpr lo) (sub_pos.mpr hi)]
  · -- the second momentum is the phase of the remaining side
    have e := Complex.norm_mul_exp_arg_mul_I z
    rw [hn] at e
    unfold bloch
    linear_combination e + hz

/-- For positive hoppings, a negative parity product is equivalent to the strict triangle
inequalities, and also to a zero of the Bloch element at a momentum that is not
time-reversal invariant. -/
theorem parity_criterion {t1 t2 t3 : ℝ} (h1 : 0 < t1) (h2 : 0 < t2) (h3 : 0 < t3) :
    (parityProduct t1 t2 t3 < 0 ↔ t1 < t2 + t3 ∧ t2 < t1 + t3 ∧ t3 < t1 + t2) ∧
    (parityProduct t1 t2 t3 < 0 ↔
      ∃ k1 k2 : ℝ, ¬ IsTRIM k1 k2 ∧ bloch t1 t2 t3 k1 k2 = 0) := by
  have h := parityProduct_neg_iff_triangle h1 h2 h3
  refine ⟨h, h.trans ⟨zero_of_triangle h1 h2 h3, ?_⟩⟩
  rintro ⟨k1, k2, hk, hz⟩
  exact triangle_of_zero h1 h2 h3 hk hz

/-- For positive hoppings, if the Bloch element vanishes at `k`, then its zeros are exactly
`k` and `-k`, with momenta counted modulo `2π`. -/
theorem zeros_eq_pair {t1 t2 t3 k1 k2 : ℝ} (h1 : 0 < t1) (h2 : 0 < t2) (h3 : 0 < t3)
    (hk : bloch t1 t2 t3 k1 k2 = 0) (q1 q2 : ℝ) :
    bloch t1 t2 t3 q1 q2 = 0 ↔
      ((q1 : Real.Angle) = (k1 : Real.Angle) ∧ (q2 : Real.Angle) = (k2 : Real.Angle)) ∨
      ((q1 : Real.Angle) = ((-k1 : ℝ) : Real.Angle) ∧
        (q2 : Real.Angle) = ((-k2 : ℝ) : Real.Angle)) := by
  obtain ⟨kr, ki⟩ := (bloch_eq_zero_iff _ _ _ _ _).mp hk
  constructor
  · intro hq
    obtain ⟨qr, qi⟩ := (bloch_eq_zero_iff _ _ _ _ _).mp hq
    have hp : 2 * t1 * t2 ≠ 0 := by positivity
    -- both cosines are fixed, so only a common sign of the sines is free
    have c1 : cos q1 = cos k1 :=
      mul_left_cancel₀ hp ((cos_at_zero hq).trans (cos_at_zero hk).symm)
    have c2 : cos q2 = cos k2 :=
      mul_left_cancel₀ h3.ne' (by linear_combination qr - kr - t2 * c1)
    have hs : sin q1 ^ 2 = sin k1 ^ 2 := by
      linear_combination sin_sq_add_cos_sq q1 - sin_sq_add_cos_sq k1
        - (cos q1 + cos k1) * c1
    rcases eq_or_eq_neg_of_sq_eq_sq _ _ hs with s1 | s1
    · have s2 : sin q2 = sin k2 :=
        mul_left_cancel₀ h3.ne' (by linear_combination qi - ki - t2 * s1)
      exact Or.inl ⟨Real.Angle.cos_sin_inj c1 s1, Real.Angle.cos_sin_inj c2 s2⟩
    · have s2 : sin q2 = -sin k2 :=
        mul_left_cancel₀ h3.ne' (by linear_combination qi + ki - t2 * s1)
      exact Or.inr
        ⟨Real.Angle.cos_sin_inj (c1.trans (cos_neg k1).symm) (s1.trans (sin_neg k1).symm),
          Real.Angle.cos_sin_inj (c2.trans (cos_neg k2).symm) (s2.trans (sin_neg k2).symm)⟩
  · rintro (⟨a, b⟩ | ⟨a, b⟩) <;>
    · have c1 := congrArg Real.Angle.cos a
      have c2 := congrArg Real.Angle.cos b
      have s1 := congrArg Real.Angle.sin a
      have s2 := congrArg Real.Angle.sin b
      simp only [Real.Angle.cos_coe, Real.Angle.sin_coe, cos_neg, sin_neg] at c1 c2 s1 s2
      rw [bloch_eq_zero_iff, c1, c2, s1, s2]
      exact ⟨kr, by linarith⟩

/-- With three equal hoppings `t` the parity product is `-3 t⁴`. -/
theorem parityProduct_isotropic (t : ℝ) : parityProduct t t t = -3 * t ^ 4 := by
  simp only [parityProduct, trimValue, Finset.prod_range_succ, Finset.prod_range_zero]
  ring

end

end AnisotropicHoneycombParity
```

```lean
#print axioms AnisotropicHoneycombParity.parityProduct_neg_iff_triangle
#print axioms AnisotropicHoneycombParity.parity_criterion
#print axioms AnisotropicHoneycombParity.zeros_eq_pair
#print axioms AnisotropicHoneycombParity.parityProduct_isotropic
```

```
'AnisotropicHoneycombParity.parityProduct_neg_iff_triangle' depends on axioms: [propext, Classical.choice, Quot.sound]
'AnisotropicHoneycombParity.parity_criterion' depends on axioms: [propext, Classical.choice, Quot.sound]
'AnisotropicHoneycombParity.zeros_eq_pair' depends on axioms: [propext, Classical.choice, Quot.sound]
'AnisotropicHoneycombParity.parityProduct_isotropic' depends on axioms: [propext, Classical.choice, Quot.sound]
```

## How the Lean proof is organised

`bloch_eq_zero_iff` splits $f=0$ into its two real equations, which are used in `cos_at_zero`, `triangle_of_zero` and `zeros_eq_pair`.

In `parityProduct_neg_iff_triangle`, the equation `e` is the factorisation of $P$, checked by `ring`. For the forward direction, `by_contra` assumes that one triangle inequality fails. The other two factors are then nonnegative, and `mul_nonneg` contradicts $P<0$. The reverse direction is a product of positive factors.

In `triangle_of_zero`, `s1` and `s2` show that the sines are nonzero, and `c1` and `c2` turn this into $1+\cos k_i>0$. The fact `d` is $1+\cos(k_1-k_2)\ge0$, with the cosine expanded by the addition formula. The projections `e2` and `e3` are obtained by `linear_combination`, whose coefficients are the multipliers used above.

`zero_of_triangle` follows the construction: `lo` and `hi` bound $x$, `hsq` computes $|z|^2$, and `Complex.norm_mul_exp_arg_mul_I` writes $z$ in polar form. `parity_criterion` combines these three results.

`cos_at_zero` is the law of cosines at a zero. `zeros_eq_pair` uses it to match cosines, then splits on the sign of the sine. Its conclusion is stated in `Real.Angle`, the type of real numbers modulo $2\pi$, where equal cosine and sine mean equal angle. `parityProduct_isotropic` is a direct expansion, valid for every real $t$.

## Starting from inversion eigenvalues

The name `parityProduct` refers to inversion parity, although the definition contains only hoppings. A different model would start from the $2\times2$ Hamiltonian and the inversion that exchanges the two sublattices, represented by the Pauli matrix $\sigma_x$. At an invariant momentum the Hamiltonian is $f\sigma_x$, so for $f\neq0$ the lower band has parity $-\operatorname{sgn}f$, and the product of the four parities is the sign of $P$. That version would display the symmetry directly, but it would need $f\neq0$ at all four momenta, since at a degeneracy the lower band has no definite parity. The product of hopping sums remains defined at the merging point.
